# In a complex symmetric two-function model, a weak imaginary coupling to a higher basis function raises the lowest energy

An atom in a static electric field can lose an electron by tunnelling, so its levels become resonances. Complex scaling rotates the electron coordinates into the complex plane, and a real basis then gives a complex symmetric Hamiltonian matrix instead of a Hermitian one. In a Hermitian calculation, adding a basis function never raises the lowest energy. Does complex symmetry alone give the same guarantee?

A two-function model shows that it does not. Let the diagonal energies be \(a<b\) and both off-diagonal elements \(iv\), with \(0<v\) and \(2v<b-a\). Both energies are then real and lie strictly between \(a\) and \(b\), whereas the first function alone gives \(a\).

## Real diagonal energies and a symmetric coupling

The matrix `twoLevel a b w` has real diagonal elements and one complex number \(w\) in both off-diagonal places. The basis has unit overlap matrix under the unconjugated product. Complex scaling generally makes all elements complex; real diagonals are an idealisation, and the matrix is postulated, not computed from a Stark Hamiltonian. With complex diagonals the energies are in general complex, and "lowest" would have to refer to real parts.

In Lean 4 with Mathlib:

```lean
import Mathlib

open Matrix

namespace ComplexScaledBasis

noncomputable section

/-- The symmetric two-function Hamiltonian matrix with real diagonal energies `a`, `b`
and complex coupling `w`. -/
def twoLevel (a b : ℝ) (w : ℂ) : Matrix (Fin 2) (Fin 2) ℂ :=
  !![(a : ℂ), w; w, (b : ℂ)]
```

The smaller basis is a truncation of the larger one: `oneFunction` keeps the block of the first function. `IsEnergy` asks for a nonzero eigenvector, without normalisation.

```lean
/-- The Hamiltonian matrix that remains when only the first basis function is kept. -/
def oneFunction (H : Matrix (Fin 2) (Fin 2) ℂ) : Matrix (Fin 1) (Fin 1) ℂ :=
  H.submatrix (fun _ => 0) (fun _ => 0)

/-- `E` is an energy of the matrix `H` if `H` has a nonzero eigenvector with eigenvalue `E`. -/
def IsEnergy {n : Type} [Fintype n] (H : Matrix n n ℂ) (E : ℂ) : Prop :=
  ∃ x : n → ℂ, x ≠ 0 ∧ H *ᵥ x = E • x
```

For coefficients \(x_0,x_1\) the eigenvalue equations are
\[
(E-a)x_0=wx_1,\qquad (E-b)x_1=wx_0 .
\]
Multiplying the first by \(E-b\) and using the second gives \((E-a)(E-b)x_0=w^2x_0\); the same holds for \(x_1\). Since one coefficient is nonzero,
\[
(E-a)(E-b)=w^2 .
\]
Conversely, a solution \(E\) has eigenvector \((w,E-a)\) if \(w\neq0\), and a basis vector if \(w=0\). For \(w=iv\) the equation becomes \(E^2-(a+b)E+ab+v^2=0\), with roots
\[
E_\pm=\frac{a+b\pm s}{2},\qquad s=\sqrt{(b-a)^2-4v^2}.
\]

```lean
/-- The lower root for imaginary coupling `iv`, on the domain `4 v ^ 2 ≤ (b - a) ^ 2`. -/
def lowerEnergy (a b v : ℝ) : ℝ := (a + b - √((b - a) ^ 2 - 4 * v ^ 2)) / 2

/-- The upper root for imaginary coupling `iv`, on the domain `4 v ^ 2 ≤ (b - a) ^ 2`. -/
def upperEnergy (a b v : ℝ) : ℝ := (a + b + √((b - a) ^ 2 - 4 * v ^ 2)) / 2
```

`isEnergy_twoLevel_iff` follows this elimination in one direction and supplies the eigenvectors in the other. For the single function, cancelling the nonzero coefficient leaves \(E=a\).

```lean
/-- The action of the two-function Hamiltonian on a coefficient vector. -/
theorem twoLevel_mulVec (a b : ℝ) (w : ℂ) (x : Fin 2 → ℂ) :
    twoLevel a b w *ᵥ x = ![a * x 0 + w * x 1, w * x 0 + b * x 1] := by
  ext i
  fin_cases i <;> simp [twoLevel, Matrix.mulVec, dotProduct, Fin.sum_univ_two]

/-- The energies of the two-function matrix are the solutions of the secular equation
`(E - a) (E - b) = w ^ 2`. -/
theorem isEnergy_twoLevel_iff (a b : ℝ) (w E : ℂ) :
    IsEnergy (twoLevel a b w) E ↔ (E - a) * (E - b) = w ^ 2 := by
  constructor
  · rintro ⟨x, hx, h⟩
    rw [twoLevel_mulVec] at h
    have h0 : (a : ℂ) * x 0 + w * x 1 = E * x 0 := congrFun h 0
    have h1 : w * x 0 + (b : ℂ) * x 1 = E * x 1 := congrFun h 1
    by_contra hne
    have hd : (E - a) * (E - b) - w ^ 2 ≠ 0 := sub_ne_zero.mpr hne
    -- a nonzero secular determinant forces both coefficients to vanish
    have k0 : ((E - a) * (E - b) - w ^ 2) * x 0 = 0 := by
      linear_combination -(E - b) * h0 - w * h1
    have k1 : ((E - a) * (E - b) - w ^ 2) * x 1 = 0 := by
      linear_combination -w * h0 - (E - a) * h1
    have e0 := (mul_eq_zero.mp k0).resolve_left hd
    have e1 := (mul_eq_zero.mp k1).resolve_left hd
    apply hx
    ext i
    fin_cases i
    · exact e0
    · exact e1
  · intro h
    by_cases hw : w = 0
    · -- without coupling the basis functions are themselves eigenvectors
      subst hw
      have h' : (E - a) * (E - b) = 0 := by rw [h]; norm_num
      rcases mul_eq_zero.mp h' with hE | hE
      · refine ⟨![1, 0], fun h0 => one_ne_zero (congrFun h0 0), ?_⟩
        rw [twoLevel_mulVec]
        ext i
        fin_cases i
        · change (a : ℂ) * 1 + 0 * 0 = E * 1
          linear_combination -hE
        · change (0 : ℂ) * 1 + b * 0 = E * 0
          ring
      · refine ⟨![0, 1], fun h0 => one_ne_zero (congrFun h0 1), ?_⟩
        rw [twoLevel_mulVec]
        ext i
        fin_cases i
        · change (a : ℂ) * 0 + 0 * 1 = E * 0
          ring
        · change (0 : ℂ) * 0 + b * 1 = E * 1
          linear_combination -hE
    · refine ⟨![w, E - a], fun h0 => hw (congrFun h0 0), ?_⟩
      rw [twoLevel_mulVec]
      ext i
      fin_cases i
      · change (a : ℂ) * w + w * (E - a) = E * w
        ring
      · change w * w + (b : ℂ) * (E - a) = E * (E - a)
        linear_combination -h

/-- With the first basis function alone, the only energy is its diagonal element `a`. -/
theorem isEnergy_oneFunction_iff (a b : ℝ) (w E : ℂ) :
    IsEnergy (oneFunction (twoLevel a b w)) E ↔ E = a := by
  constructor
  · rintro ⟨x, hx, h⟩
    have h0 : (a : ℂ) * x 0 = E * x 0 := by
      simpa [oneFunction, twoLevel, Matrix.mulVec, dotProduct] using congrFun h 0
    have hx0 : x 0 ≠ 0 := by
      intro hz
      apply hx
      ext i
      fin_cases i
      exact hz
    exact (mul_right_cancel₀ hx0 h0).symm
  · rintro rfl
    refine ⟨fun _ => 1, fun h => one_ne_zero (congrFun h 0), ?_⟩
    ext i
    simp [oneFunction, twoLevel, Matrix.mulVec, dotProduct]
```

## A coupling that is present: \(0<v\)

Physically, \(v\) measures how strongly the scaled Hamiltonian mixes the two functions. By hand, \(v>0\) gives \(s<b-a\), and therefore
\[
E_--a=b-E_+=\frac{b-a-s}{2}>0 .
\]
The bound \(s<b-a\) is `hsD` in the proof. The sum and product of the roots, `hsum` and `hprod`, factor the secular equation, so there are no other energies.

```lean
/-- For imaginary coupling `iv` with `0 < v` and `2 v < b - a`, the energies are exactly two
distinct real numbers, both strictly between `a` and `b`. -/
theorem energies_between (a b v : ℝ) (hv : 0 < v) (hgap : 2 * v < b - a) :
    (∀ E : ℂ, IsEnergy (twoLevel a b (Complex.I * v)) E ↔
      E = lowerEnergy a b v ∨ E = upperEnergy a b v) ∧
    a < lowerEnergy a b v ∧ lowerEnergy a b v < upperEnergy a b v ∧
    upperEnergy a b v < b := by
  have hpos : 0 < (b - a) ^ 2 - 4 * v ^ 2 := by nlinarith
  have hs := Real.sq_sqrt hpos.le
  have hs0 := Real.sqrt_pos.mpr hpos
  have hsD : √((b - a) ^ 2 - 4 * v ^ 2) < b - a := by
    rw [Real.sqrt_lt' (by linarith)]
    nlinarith
  -- sum and product of the two roots
  have hsum : lowerEnergy a b v + upperEnergy a b v = a + b := by
    unfold lowerEnergy upperEnergy
    ring
  have hprod : lowerEnergy a b v * upperEnergy a b v = a * b + v ^ 2 := by
    unfold lowerEnergy upperEnergy
    linear_combination -hs / 4
  have hsumC : (lowerEnergy a b v : ℂ) + upperEnergy a b v = a + b := by
    exact_mod_cast hsum
  have hprodC : (lowerEnergy a b v : ℂ) * upperEnergy a b v = a * b + v ^ 2 := by
    exact_mod_cast hprod
  refine ⟨fun E => ?_, ?_, ?_, ?_⟩
  · have hf : (E - a) * (E - b) - (Complex.I * v) ^ 2 =
        (E - lowerEnergy a b v) * (E - upperEnergy a b v) := by
      linear_combination E * hsumC - hprodC - (v : ℂ) ^ 2 * Complex.I_sq
    rw [isEnergy_twoLevel_iff, ← sub_eq_zero (a := (E - a) * (E - b)), hf,
      mul_eq_zero, sub_eq_zero, sub_eq_zero]
  · unfold lowerEnergy
    linarith
  · unfold lowerEnergy upperEnergy
    linarith
  · unfold upperEnergy
    linarith
```

The comparison of the two bases follows: any one-function energy `E₁` and any two-function energy `E₂` are real, and `E₁` is the smaller.

```lean
/-- For coupling `iv` with `0 < v` and `2 v < b - a`, the energies in both bases are real, and
every two-function energy lies strictly above the one-function energy. -/
theorem enlarging_basis_raises_energy (a b v : ℝ) (hv : 0 < v) (hgap : 2 * v < b - a)
    (E₁ E₂ : ℂ) (h₁ : IsEnergy (oneFunction (twoLevel a b (Complex.I * v))) E₁)
    (h₂ : IsEnergy (twoLevel a b (Complex.I * v)) E₂) :
    E₁.im = 0 ∧ E₂.im = 0 ∧ E₁.re < E₂.re := by
  obtain ⟨hE, hlo, hlu, -⟩ := energies_between a b v hv hgap
  rw [(isEnergy_oneFunction_iff a b _ E₁).mp h₁]
  rcases (hE E₂).mp h₂ with h | h
  · rw [h]
    exact ⟨Complex.ofReal_im _, Complex.ofReal_im _, hlo⟩
  · rw [h]
    exact ⟨Complex.ofReal_im _, Complex.ofReal_im _, hlo.trans hlu⟩
```

At \(v=0\) the energies are \(a\) and \(b\), and the lowest does not move. The sign of \(v\) is immaterial, because only \(v^2\) enters. For small \(v\), \(E_-\approx a+v^2/(b-a)\): the usual second-order shift with its sign reversed.

## The factor \(i\)

The imaginary phase makes \(w^2=-v^2\) negative, which places real roots between \(a\) and \(b\). The proof uses it through `Complex.I_sq`. With a nonzero real coupling, the Hermitian case, the lower root is
\[
\frac{a+b-\sqrt{(b-a)^2+4v^2}}{2}<a,
\]
since the square root exceeds \(b-a\). The second function then lowers the energy, whatever the order of \(a\) and \(b\). A Hermitian matrix with off-diagonal elements \(iv\) and \(-iv\) has the same energies as this real one, because the product of the two elements is again \(v^2\). The energy rises only when \(iv\) stands in both places, as complex symmetry requires.

```lean
/-- For nonzero real coupling `v`, the two-function matrix has a real energy strictly below
the diagonal element `a`. -/
theorem real_coupling_lowers_energy (a b v : ℝ) (hv : v ≠ 0) :
    ∃ E : ℝ, E < a ∧ IsEnergy (twoLevel a b v) E := by
  have hv2 : 0 < v ^ 2 := by positivity
  have hr := Real.sq_sqrt (show 0 ≤ (b - a) ^ 2 + 4 * v ^ 2 by positivity)
  have hlt : b - a < √((b - a) ^ 2 + 4 * v ^ 2) :=
    Real.lt_sqrt_of_sq_lt (by linarith)
  obtain ⟨E, hE, hq⟩ : ∃ E : ℝ, E < a ∧ (E - a) * (E - b) = v ^ 2 := by
    refine ⟨(a + b - √((b - a) ^ 2 + 4 * v ^ 2)) / 2, by linarith, ?_⟩
    linear_combination hr / 4
  refine ⟨E, hE, (isEnergy_twoLevel_iff a b v E).mpr ?_⟩
  exact_mod_cast hq
```

## A gap wider than twice the coupling: \(2v<b-a\)

This condition says that the added function lies higher and that the mixing is weak compared with the spacing. Together with \(v>0\) it gives \(s^2>0\), hence two distinct real roots; in `energies_between` this is `hpos`. If instead \(b<a\) and \(0<2v<a-b\), both energies fall below \(a\).

At \(2v=b-a>0\) the roots merge at \((a+b)/2\), still above \(a\). For stronger coupling, write \(E=x+iy\). The real and imaginary parts of the secular equation are
\[
(x-a)(x-b)-y^2=-v^2,\qquad y(2x-a-b)=0 .
\]
If \(y=0\), the left side of the first is at least \(-(b-a)^2/4>-v^2\), a contradiction. So \(y\neq0\) and \(x=(a+b)/2\). The last theorem separates the same two parts as `hre` and `him`.

```lean
/-- For coupling `iv` with `(b - a) ^ 2 < 4 v ^ 2`, every energy has nonzero imaginary part
and real part `(a + b) / 2`. -/
theorem energies_complex_beyond_threshold (a b v : ℝ) (h : (b - a) ^ 2 < 4 * v ^ 2)
    (E : ℂ) (hE : IsEnergy (twoLevel a b (Complex.I * v)) E) :
    E.im ≠ 0 ∧ E.re = (a + b) / 2 := by
  rw [isEnergy_twoLevel_iff] at hE
  -- real and imaginary parts of the secular equation
  have hre : (E.re - a) * (E.re - b) - E.im * E.im = -(v * v) := by
    simpa [pow_two] using congrArg Complex.re hE
  have him : (E.re - a) * E.im + E.im * (E.re - b) = 0 := by
    simpa [pow_two] using congrArg Complex.im hE
  have hne : E.im ≠ 0 := by
    intro h0
    rw [h0] at hre
    nlinarith [sq_nonneg (2 * E.re - a - b)]
  have hm : E.im * (2 * E.re - a - b) = 0 := by linear_combination him
  have hz := (mul_eq_zero.mp hm).resolve_left hne
  exact ⟨hne, by linarith⟩

end

end ComplexScaledBasis
```

```lean
#print axioms ComplexScaledBasis.enlarging_basis_raises_energy
-- 'ComplexScaledBasis.enlarging_basis_raises_energy' depends on axioms: [propext, Classical.choice, Quot.sound]
#print axioms ComplexScaledBasis.real_coupling_lowers_energy
-- 'ComplexScaledBasis.real_coupling_lowers_energy' depends on axioms: [propext, Classical.choice, Quot.sound]
#print axioms ComplexScaledBasis.energies_complex_beyond_threshold
-- 'ComplexScaledBasis.energies_complex_beyond_threshold' depends on axioms: [propext, Classical.choice, Quot.sound]
```

The model thus shows that the complex symmetric form of a Hamiltonian matrix does not by itself prevent the lowest energy from rising when a basis function is added. Whether it rises in a particular resonance calculation depends on the actual matrix elements, which are not computed here.
